# A two-term radial factor for every partial wave of the formal series $r_{12}/r_>$

The scaled distance $r_{12}/r_>$ is treated here as a formal power series, not as a function of two electron positions. The series variable is $t = r_</r_>$, the ratio of the smaller to the larger distance from a common centre. The coefficients are polynomials with rational coefficients in $x = \cos\theta$, where $\theta$ is the angle between the two position vectors. Two series are equal when their coefficients agree at every power of $t$, so convergence plays no part in the algebra. Real values of $t$ enter only for the signs and sizes of the radial factors.

## Radial factors of the linear $r_{12}$ term

Let $P_l$ be the polynomials with $P_0 = 1$, $P_1 = x$ and Bonnet's recurrence

$$(l+2)P_{l+2} = (2l+3)\,x\,P_{l+1} - (l+1)P_l .$$

Write $G = \sum_l P_l t^l$ for the multipole series and $w = 1 - 2xt + t^2$ for the squared distance $r_{12}^2/r_>^2$. Then

$$wG = R, \qquad R = \sum_{l\ge 0} f_l(t)\,P_l, \qquad f_l(t) = \frac{t^{l+2}}{2l+3} - \frac{t^l}{2l-1},$$

and $R^2 = w$. The square fixes $R$ up to sign, and its constant term $1$ selects the root that matches $r_{12}/r_> = 1$ at $t = 0$.

For real $0 < t \le 1$, $f_0(t)$ is positive and $f_l(t)$ is negative for every $l \ge 1$, so no radial factor vanishes. At equal radii,

$$f_l(1) = -\frac{4}{(2l-1)(2l+3)} .$$

## Matrix elements over one-centre functions

An atomic code that integrates the linear factor $r_{12}$ in spherical coordinates can use the expansion with its units restored:

$$r_{12} = \sum_l \left[\frac{r_<^{l+2}}{(2l+3)\,r_>^{l+1}} - \frac{r_<^{l}}{(2l-1)\,r_>^{l-1}}\right] P_l(\cos\theta).$$

The angular integrals are those of the Coulomb interaction; only the radial kernel changes. Between orbitals of definite angular momentum, the selection rules leave finitely many $l$. The value at $t = 1$ is a convenient check on a radial routine, including the sign at $l = 0$, where $2l-1$ is negative.

For MP2-R12, the result shows, for the bare linear factor about a single centre, that one $r_{12}$ term carries a contribution in every $l$, whereas an orbital expansion truncated in angular momentum stops at a finite $l$.

## From Bonnet's recurrence to the square of the series

**Coefficients of $R$.** The factor $f_l$ contains only the powers $t^l$ and $t^{l+2}$. At order $t^{n+2}$, therefore, only $l = n$ and $l = n+2$ contribute. Their weights are $1/(2n+3)$ and $-1/(2(n+2)-1) = -1/(2n+3)$, which gives

$$(2n+3)\,[t^{n+2}]R = P_n - P_{n+2},$$

where $[t^k]$ denotes the coefficient of $t^k$. The two lowest coefficients are $1$ and $-x$. In Lean, `r12Radial_coeff` reads off the two powers, and `r12Series_coeff` splits the finite sum into its last three terms and a remainder that is zero.

**Coefficients of $wG$.** Orders $0$ and $1$ give $P_0 = 1$ and $P_1 - 2xP_0 = -x$, as required. At order $t^{n+2}$ the coefficient is $P_{n+2} - 2xP_{n+1} + P_n$. Multiply it by $2n+3$ and replace $(2n+3)xP_{n+1}$ by $(n+2)P_{n+2} + (n+1)P_n$:

$$(2n+3)P_{n+2} - 2(n+2)P_{n+2} - 2(n+1)P_n + (2n+3)P_n = P_n - P_{n+2}.$$

This is the coefficient found for $R$, and the non-zero factor $2n+3$ cancels. The theorem `r12_partial_waves` follows the same three cases. Its lemma `distSq_mul` turns multiplication by $w$ into shifts of the power of $t$, `mul_left_cancel₀` removes $2n+3$, and `linear_combination 2 * hB` is the substitution from Bonnet's recurrence, supplied without denominators by `legendre_bonnet`.

**A differential equation for $G$.** With a prime for $\partial/\partial t$, the claim is $wG' = (x-t)G$. At order $0$ it reads $P_1 = xP_0$. At order $1$ it reads $2P_2 - 2xP_1 = xP_1 - P_0$, which is Bonnet's recurrence at $l = 0$. At order $t^{n+2}$ it reads

$$(n+3)P_{n+3} - 2(n+2)xP_{n+2} + (n+1)P_{n+1} = xP_{n+2} - P_{n+1},$$

which rearranges to the recurrence at $l = n+1$. This is `coulombSeries_ode`.

**The square.** Since $w' = 2(t-x)$,

$$(wG^2)' = 2(t-x)G^2 + 2G\,(wG') = 2(t-x)G^2 + 2(x-t)G^2 = 0.$$

A series with zero derivative has no terms beyond the constant one, because $(n+1)c_{n+1} = 0$ forces $c_{n+1} = 0$ over the rationals. The constant term of $wG^2$ is $1$, so $wG^2 = 1$ and $R^2 = w\,(wG^2) = w$. In `r12Series_sq`, `hQ` is the vanishing derivative, `hone` is $wG^2 = 1$, and the last line multiplies by $w$.

The same argument gives a neighbouring identity at once: $RG = wG^2 = 1$. The linear series and the multipole series are reciprocals, as $r_{12}/r_>$ and $r_>/r_{12}$ should be.

**Signs and equal radii.** For $l = 0$, $f_0(t) = 1 + t^2/3 > 0$. For $l \ge 1$ and $0 < t \le 1$, we have $t^{l+2} \le t^l$ and $0 < 2l-1 < 2l+3$, so

$$f_l(t) \le \frac{t^l}{2l+3} - \frac{t^l}{2l-1} < 0.$$

The `calc` block of `r12Radial_sign` contains these two inequalities, after `r12Radial_aeval` has written the factor as a real expression. Setting $t = 1$ and combining the fractions gives the numerator $(2l-1) - (2l+3) = -4$, as in `r12Radial_equal_radii`.

## The expansion in Lean 4

```lean
import Mathlib

open Polynomial

namespace R12PartialWaves

noncomputable section

/-- Legendre polynomials in `x = cos θ`, defined by Bonnet's recurrence. -/
def legendre : ℕ → ℚ[X]
  | 0 => 1
  | 1 => X
  | l + 2 => C (1 / ((l : ℚ) + 2)) *
      ((2 * (l : ℚ[X]) + 3) * X * legendre (l + 1) - ((l : ℚ[X]) + 1) * legendre l)

/-- The multipole series `∑ P_l t^l`, with `t` the ratio of the smaller to the larger radius. -/
def coulombSeries : PowerSeries ℚ[X] := PowerSeries.mk legendre

/-- The squared interelectronic distance in units of the larger radius, `1 - 2xt + t²`. -/
def distSq : PowerSeries ℚ[X] :=
  1 - PowerSeries.C (2 * X) * PowerSeries.X + PowerSeries.X ^ 2

/-- The radial factor `t^(l+2)/(2l+3) - t^l/(2l-1)` of partial wave `l`, a polynomial in `t`. -/
def r12Radial (l : ℕ) : ℚ[X] :=
  C (1 / (2 * (l : ℚ) + 3)) * X ^ (l + 2) - C (1 / (2 * (l : ℚ) - 1)) * X ^ l

/-- The sum over all `l` of the radial factor times `P_l`, collected by powers of `t`;
only `l ≤ n` can contribute to `t^n`. -/
def r12Series : PowerSeries ℚ[X] :=
  PowerSeries.mk fun n => ∑ l ∈ Finset.range (n + 1), C ((r12Radial l).coeff n) * legendre l

/-- Bonnet's recurrence without denominators. -/
theorem legendre_bonnet (l : ℕ) :
    ((l : ℚ[X]) + 2) * legendre (l + 2)
      = (2 * (l : ℚ[X]) + 3) * X * legendre (l + 1) - ((l : ℚ[X]) + 1) * legendre l := by
  have hl : (l : ℚ[X]) + 2 = C ((l : ℚ) + 2) := by
    simp only [map_add, map_ofNat, map_natCast]
  have hc : ((l : ℚ[X]) + 2) * C (1 / ((l : ℚ) + 2)) = 1 := by
    rw [hl, ← C_mul, mul_one_div_cancel (by positivity), C_1]
  rw [legendre]
  linear_combination
    ((2 * (l : ℚ[X]) + 3) * X * legendre (l + 1) - ((l : ℚ[X]) + 1) * legendre l) * hc

/-- The coefficient of `t^k` in the radial factor of partial wave `l`. -/
theorem r12Radial_coeff (l k : ℕ) :
    (r12Radial l).coeff k = (if k = l + 2 then 1 / (2 * (l : ℚ) + 3) else 0)
      - (if k = l then 1 / (2 * (l : ℚ) - 1) else 0) := by
  simp only [r12Radial, coeff_sub, coeff_C_mul, coeff_X_pow, mul_ite, mul_one, mul_zero]

/-- At order `t^(n+2)` only the partial waves `n` and `n+2` meet, with opposite weights. -/
theorem r12Series_coeff (n : ℕ) :
    (2 * (n : ℚ[X]) + 3) * PowerSeries.coeff (n + 2) r12Series
      = legendre n - legendre (n + 2) := by
  have hz : ∑ l ∈ Finset.range n, C ((r12Radial l).coeff (n + 2)) * legendre l = 0 := by
    refine Finset.sum_eq_zero fun l hl => ?_
    have hl' := Finset.mem_range.mp hl
    rw [r12Radial_coeff, if_neg (by omega), if_neg (by omega), sub_zero, C_0, zero_mul]
  have e0 : (r12Radial n).coeff (n + 2) = 1 / (2 * (n : ℚ) + 3) := by
    rw [r12Radial_coeff, if_pos rfl, if_neg (by omega), sub_zero]
  have e1 : (r12Radial (n + 1)).coeff (n + 2) = 0 := by
    rw [r12Radial_coeff, if_neg (by omega), if_neg (by omega), sub_zero]
  have e2 : (r12Radial (n + 2)).coeff (n + 2) = -(1 / (2 * (n : ℚ) + 3)) := by
    rw [r12Radial_coeff, if_neg (by omega), if_pos rfl]
    push_cast
    ring
  have hn : 2 * (n : ℚ[X]) + 3 = C (2 * (n : ℚ) + 3) := by
    simp only [map_add, map_mul, map_ofNat, map_natCast]
  have hc : (2 * (n : ℚ[X]) + 3) * C (1 / (2 * (n : ℚ) + 3)) = 1 := by
    rw [hn, ← C_mul, mul_one_div_cancel (by positivity), C_1]
  rw [r12Series, PowerSeries.coeff_mk, Finset.sum_range_succ, Finset.sum_range_succ,
    Finset.sum_range_succ, hz, e0, e1, e2, C_neg, C_0]
  linear_combination (legendre n - legendre (n + 2)) * hc

/-- Multiplication by `1 - 2xt + t²`, written as shifts in the power of `t`. -/
theorem distSq_mul (F : PowerSeries ℚ[X]) :
    distSq * F = F - PowerSeries.C (2 * X) * (PowerSeries.X * F)
      + PowerSeries.X * (PowerSeries.X * F) := by
  rw [distSq]
  ring

/-- The scaled squared distance `1 - 2xt + t²` times the multipole series is the sum over `l` of
`(t^(l+2)/(2l+3) - t^l/(2l-1)) P_l`. -/
theorem r12_partial_waves : distSq * coulombSeries = r12Series := by
  have l0 : legendre 0 = 1 := rfl
  have l1 : legendre 1 = X := rfl
  have hR0 : PowerSeries.coeff 0 r12Series = 1 := by
    rw [r12Series, PowerSeries.coeff_mk]
    norm_num [r12Radial_coeff, l0]
  have hR1 : PowerSeries.coeff 1 r12Series = -X := by
    rw [r12Series, PowerSeries.coeff_mk]
    norm_num [Finset.sum_range_succ, r12Radial_coeff, l0, l1]
  refine PowerSeries.ext fun n => ?_
  rw [distSq_mul]
  rcases n with _ | _ | n
  · simp only [map_add, map_sub, PowerSeries.coeff_C_mul, PowerSeries.coeff_zero_X_mul,
      coulombSeries, PowerSeries.coeff_mk, l0, hR0]
    ring
  · simp only [map_add, map_sub, PowerSeries.coeff_C_mul, PowerSeries.coeff_succ_X_mul,
      PowerSeries.coeff_zero_X_mul, coulombSeries, PowerSeries.coeff_mk]
    simp only [zero_add, l0, l1, hR1]
    ring
  · -- clear the denominator 2n+3 and use Bonnet's recurrence
    have hne : 2 * (n : ℚ[X]) + 3 ≠ 0 := by
      exact_mod_cast (by omega : 2 * n + 3 ≠ 0)
    have hR : (2 * (n : ℚ[X]) + 3) * PowerSeries.coeff (n + 1 + 1) r12Series
        = legendre n - legendre (n + 1 + 1) := r12Series_coeff n
    have hB : ((n : ℚ[X]) + 2) * legendre (n + 1 + 1)
        = (2 * (n : ℚ[X]) + 3) * X * legendre (n + 1) - ((n : ℚ[X]) + 1) * legendre n :=
      legendre_bonnet n
    apply mul_left_cancel₀ hne
    rw [hR]
    simp only [map_add, map_sub, PowerSeries.coeff_C_mul, PowerSeries.coeff_succ_X_mul,
      coulombSeries, PowerSeries.coeff_mk]
    linear_combination 2 * hB

/-- The radial differential equation `(1 - 2xt + t²) ∂G/∂t = (x - t) G` of the multipole
series `G`. -/
theorem coulombSeries_ode :
    distSq * PowerSeries.derivative ℚ[X] coulombSeries
      = (PowerSeries.C X - PowerSeries.X) * coulombSeries := by
  have l0 : legendre 0 = 1 := rfl
  have l1 : legendre 1 = X := rfl
  refine PowerSeries.ext fun n => ?_
  rw [distSq_mul, sub_mul]
  rcases n with _ | _ | n
  · simp only [map_add, map_sub, PowerSeries.coeff_C_mul, PowerSeries.coeff_zero_X_mul,
      PowerSeries.coeff_derivative, coulombSeries, PowerSeries.coeff_mk]
    simp only [zero_add, Nat.cast_zero, l0, l1]
    ring
  · have h := legendre_bonnet 0
    simp only [map_add, map_sub, PowerSeries.coeff_C_mul, PowerSeries.coeff_succ_X_mul,
      PowerSeries.coeff_zero_X_mul, PowerSeries.coeff_derivative, coulombSeries,
      PowerSeries.coeff_mk]
    simp only [zero_add, Nat.reduceAdd, Nat.cast_zero, Nat.cast_one, l0, l1] at h ⊢
    linear_combination h
  · have h : ((n : ℚ[X]) + 1 + 2) * legendre (n + 1 + 1 + 1)
        = (2 * ((n : ℚ[X]) + 1) + 3) * X * legendre (n + 1 + 1)
          - ((n : ℚ[X]) + 1 + 1) * legendre (n + 1) := by
      have h' := legendre_bonnet (n + 1)
      push_cast at h'
      exact h'
    simp only [map_add, map_sub, PowerSeries.coeff_C_mul, PowerSeries.coeff_succ_X_mul,
      PowerSeries.coeff_derivative, coulombSeries, PowerSeries.coeff_mk]
    push_cast
    linear_combination h

/-- The series `r12Series` squares to `1 - 2xt + t²`, the squared interelectronic distance in units
of the larger radius. -/
theorem r12Series_sq : r12Series ^ 2 = distSq := by
  have h2 : (PowerSeries.C (2 * X) : PowerSeries ℚ[X]) = 2 * PowerSeries.C X := by
    rw [map_mul, map_ofNat]
  have hw : PowerSeries.derivative ℚ[X] distSq
      = 2 * (PowerSeries.X - PowerSeries.C X) := by
    simp only [distSq, map_add, map_sub, pow_two, Derivation.leibniz, smul_eq_mul,
      PowerSeries.derivative_C, PowerSeries.derivative_X, Derivation.map_one_eq_zero]
    linear_combination -h2
  -- the product below does not depend on t, and its value at t = 0 is one
  have hQ : PowerSeries.derivative ℚ[X] (distSq * coulombSeries ^ 2) = 0 := by
    simp only [pow_two, Derivation.leibniz, smul_eq_mul, hw]
    linear_combination 2 * coulombSeries * coulombSeries_ode
  have g0 : PowerSeries.constantCoeff coulombSeries = 1 := by
    rw [← PowerSeries.coeff_zero_eq_constantCoeff_apply, coulombSeries, PowerSeries.coeff_mk]
    rfl
  have hone : distSq * coulombSeries ^ 2 = 1 := by
    refine PowerSeries.ext fun n => ?_
    rcases n with _ | n
    · rw [PowerSeries.coeff_zero_eq_constantCoeff_apply]
      simp [distSq, g0]
    · have h := congrArg (PowerSeries.coeff n) hQ
      rw [PowerSeries.coeff_derivative, map_zero] at h
      rw [PowerSeries.coeff_one, if_neg (Nat.succ_ne_zero n)]
      exact (mul_eq_zero.mp h).resolve_right (Nat.cast_add_one_ne_zero n)
  rw [← r12_partial_waves]
  linear_combination distSq * hone

/-- The value of the radial factor at a real ratio `t` of the radii. -/
theorem r12Radial_aeval (l : ℕ) (t : ℝ) :
    aeval t (r12Radial l) = t ^ (l + 2) / (2 * (l : ℝ) + 3) - t ^ l / (2 * (l : ℝ) - 1) := by
  simp only [r12Radial, map_sub, map_mul, map_pow, aeval_C, aeval_X, eq_ratCast]
  push_cast
  ring

/-- For `0 < t ≤ 1` the radial factor is positive for `l = 0` and negative for
every `l ≥ 1`. -/
theorem r12Radial_sign (t : ℝ) (h0 : 0 < t) (h1 : t ≤ 1) :
    0 < aeval t (r12Radial 0) ∧ ∀ l : ℕ, 1 ≤ l → aeval t (r12Radial l) < 0 := by
  constructor
  · rw [r12Radial_aeval]
    norm_num
    positivity
  · intro l hl
    have hl' : (1 : ℝ) ≤ l := by exact_mod_cast hl
    have hp : 0 < t ^ l := pow_pos h0 l
    have hle : t ^ (l + 2) ≤ t ^ l := pow_le_pow_of_le_one h0.le h1 (by omega)
    rw [r12Radial_aeval, sub_neg]
    calc t ^ (l + 2) / (2 * (l : ℝ) + 3) ≤ t ^ l / (2 * (l : ℝ) + 3) := by gcongr
      _ < t ^ l / (2 * (l : ℝ) - 1) :=
        div_lt_div_of_pos_left hp (by linarith) (by linarith)

/-- At equal radii, `t = 1`, the radial factor is `-4/((2l-1)(2l+3))`. -/
theorem r12Radial_equal_radii (l : ℕ) :
    aeval (1 : ℝ) (r12Radial l) = -4 / ((2 * (l : ℝ) - 1) * (2 * (l : ℝ) + 3)) := by
  have ha : 2 * (l : ℝ) - 1 ≠ 0 := by
    intro h
    have h' : 2 * (l : ℝ) = 1 := by linarith
    have h'' : 2 * l = 1 := by exact_mod_cast h'
    omega
  have hb : 2 * (l : ℝ) + 3 ≠ 0 := by positivity
  rw [r12Radial_aeval, one_pow, one_pow, div_sub_div _ _ hb ha,
    div_eq_div_iff (mul_ne_zero hb ha) (mul_ne_zero ha hb)]
  ring

end

end R12PartialWaves
```

```lean
#print axioms R12PartialWaves.r12Radial_coeff
#print axioms R12PartialWaves.r12Series_sq
#print axioms R12PartialWaves.r12Radial_sign
#print axioms R12PartialWaves.r12Radial_equal_radii
```

```
'R12PartialWaves.r12Radial_coeff' depends on axioms: [propext, Classical.choice, Quot.sound]
'R12PartialWaves.r12Series_sq' depends on axioms: [propext, Classical.choice, Quot.sound]
'R12PartialWaves.r12Radial_sign' depends on axioms: [propext, Classical.choice, Quot.sound]
'R12PartialWaves.r12Radial_equal_radii' depends on axioms: [propext, Classical.choice, Quot.sound]
```

## Formal coefficients and real radii

The theorem `r12_partial_waves` says that `distSq * coulombSeries`, which is $wG$, equals `r12Series`, which is $R$. The theorem `r12Series_sq` says that the square of `r12Series` is `distSq`. Both are exact equalities at all orders in $t$. The definition of `r12Series` sums only over $l \le n$ at order $t^n$; this loses nothing, since $f_l$ has no power below $t^l$.

The symbol `X` needs some care. In `legendre` it stands for $x$, while in `r12Radial`, which has the same type `ℚ[X]`, it stands for $t$. The two meanings are kept apart in `r12Series`, which takes only rational coefficients from `r12Radial` and attaches them to powers of the series variable. Inside a power series, $t$ is `PowerSeries.X` and $x$ is `PowerSeries.C X`. The expression `aeval t (r12Radial l)` is the number $f_l(t)$ at a real ratio `t`.

The sign theorem assumes `0 < t` and `t ≤ 1`, which describe two electrons away from the centre with the smaller radius in the numerator. Both conditions matter. At $t = 3$, as when a routine passes $r_>/r_<$ by mistake, $f_1(3) = 27/5 - 3 = 12/5$ is positive. At $t = 0$, with one electron at the centre, $f_1(0) = 0$ is not negative.

Convergence of the series to the real distance, and the error of a sum truncated in $l$, are questions of analysis that the formal identities leave open. The polynomials are defined by their recurrence, and their orthogonality on $[-1,1]$, which makes each term an angular-momentum projection, is neither used nor derived. The theorems also contain no orbitals, no strong-orthogonality projector and no MP2-R12 energy, and they treat the linear factor $r_{12}$ only, not exponential or other correlation factors.
